# A classical hindered translator becomes harmonic at high barriers: $\sqrt b\,Z(b)\to\sqrt{2\pi}$

For an adsorbate sliding classically along one coordinate in a cosine surface potential, the configurational integral over one lattice period should approach that of a harmonic oscillator once the barrier is large compared with $k_BT$. With $b$ equal to half the barrier divided by $k_BT$, and

$$Z(b)=\int_{-\pi}^{\pi}e^{-b(1-\cos x)}\,dx,$$

I expect $\sqrt b\,Z(b)\to\sqrt{2\pi}$ as $b\to\infty$. Can this be proved rigorously and checked in Lean, with the force constant taken from the potential itself? And what does the mean potential energy do at the two ends, $b\to\infty$ and $b\to0^+$?

## The well in the coordinate $u=\sqrt b\,x$

Yes: the limit holds, and the mean potential energy, measured from the bottom of the well, approaches $k_BT/2$ as $b\to\infty$ and half the barrier as $b\to0^+$, in the sense that the ratio tends to one.

Substituting $x=u/\sqrt b$ gives

$$\sqrt b\,Z(b)=\int_{-\pi\sqrt b}^{\pi\sqrt b}e^{-b(1-\cos(u/\sqrt b))}\,du .$$

With $t=u/(2\sqrt b)$, the half-angle formula turns the exponent, up to sign, into

$$b(1-\cos(u/\sqrt b))=2b\sin^2t=\frac{u^2}{2}\left(\frac{\sin t}{t}\right)^2\to\frac{u^2}{2}$$

for $u\ne0$; at $u=0$ both sides vanish. Since $\sin s\ge 2s/\pi$ on $[0,\pi/2]$, taking $s=|x|/2$ gives $1-\cos x\ge 2x^2/\pi^2$ for $|x|\le\pi$. The integrand is therefore at most $e^{-2u^2/\pi^2}$ for every $b>0$, and dominated convergence gives $\int_{\mathbb R} e^{-u^2/2}du=\sqrt{2\pi}$.

For the energy, insert the factor $y=b(1-\cos x)$. Because $y/2\le e^{y/2}$, we have $ye^{-y}\le2e^{-y/2}$, so a Gaussian bound again applies. Integrating $(ue^{-u^2/2})'=(1-u^2)e^{-u^2/2}$ over the line gives zero, hence

$$\int_{\mathbb R}\frac{u^2}{2}e^{-u^2/2}\,du=\frac{\sqrt{2\pi}}2 .$$

Division by the limit of $\sqrt b\,Z(b)$ leaves $1/2$, which is equipartition.

At the free end, $\int_{-\pi}^{\pi}(1-\cos x)\,dx=2\pi$ and $Z(0)=2\pi$. Both integrals are continuous in $b$, so the mean of $1-\cos x$ tends to $1$.

## Barrier, lattice period and force constant

With $x$ now a length instead of an angle, let $V(x)=\frac W2(1-\cos(2\pi x/a))$, with barrier $W$, period $a$ and $\beta=1/k_BT$. Then $b=\beta W/2$ and $k=V''(0)=2\pi^2W/a^2$. Rescaling the coordinate gives

$$\int_{-a/2}^{a/2}e^{-\beta V}dx=\frac a{2\pi}Z(b),\qquad \sqrt{\frac{2\pi}{\beta k}}=\frac a{2\pi}\sqrt{\frac{2\pi}b}.$$

Their ratio is $\sqrt b\,Z(b)/\sqrt{2\pi}\to1$.

For $W=20\,k_BT$, $b=10$ and the harmonic estimate is $Z\approx\sqrt{2\pi/10}\approx0.793$. The next term of the reduced energy $b(1-\cos(u/\sqrt b))$, namely $-u^4/(24b)$, with Gaussian average $\langle u^4\rangle=3$, suggests a correction factor $1+1/(8b)=1.0125$, or $Z\approx0.803$.

## What the Lean statements say

`configZ` is $Z$, and `meanEnergy` is the Boltzmann average of $1-\cos x$, which is the mean potential energy in units of $W/2$; `b * meanEnergy b` is the same energy in units of $k_BT$. `atTop` means $b\to\infty$ (or $\beta\to\infty$), and `𝓝[>] 0` means $b\to0^+$. `stiffness` is the second derivative of `potential` at zero, and `cellZ` is the integral over one period. `cell_harmonic_limit` assumes $W>0$, so that the origin is a minimum, and $a>0$, so that the cell has positive length.

The model is one classical coordinate in a single cosine, without the momentum factor, and the theorems give no convergence rate. For such a coordinate, they support a harmonic configurational factor per adsorption site in adsorption thermodynamics when $k_BT\ll W$; the classical treatment itself also requires $k_BT$ to stay well above the vibrational quantum.

```lean
import Mathlib

open Real Filter Topology MeasureTheory

namespace HinderedTranslator

noncomputable section

/-- Configurational factor of a classical hindered translator, where `b` is half the
barrier height divided by the thermal energy. -/
def configZ (b : ℝ) : ℝ := ∫ x in (-π)..π, Real.exp (-(b * (1 - Real.cos x)))

/-- Boltzmann average of `1 - cos x`, the potential energy in units of half the barrier. -/
def meanEnergy (b : ℝ) : ℝ :=
  (∫ x in (-π)..π, (1 - Real.cos x) * Real.exp (-(b * (1 - Real.cos x)))) / configZ b

/-- Surface potential with barrier `W` and lattice period `a ≠ 0`. -/
def potential (W a x : ℝ) : ℝ := W / 2 * (1 - Real.cos (2 * π * x / a))

/-- Force constant at the adsorption site: the second derivative of the potential at `0`,
for a lattice period `a ≠ 0`. -/
def stiffness (W a : ℝ) : ℝ := deriv (deriv (potential W a)) 0

/-- Boltzmann integral over one surface cell of period `a > 0` at inverse temperature `β`. -/
def cellZ (W a β : ℝ) : ℝ := ∫ x in (-(a / 2))..(a / 2), Real.exp (-(β * potential W a x))

/-- Throughout the cell `|x| ≤ π` the cosine potential lies above a parabola. -/
theorem parabola_le {x : ℝ} (hx : |x| ≤ π) : 2 * x ^ 2 / π ^ 2 ≤ 1 - Real.cos x := by
  have h0 := Real.mul_le_sin (x := |x| / 2) (by positivity) (by linarith)
  rw [show 2 / π * (|x| / 2) = |x| / π by ring] at h0
  have h1 := pow_le_pow_left₀ (by positivity) h0 2
  rw [div_pow, sq_abs] at h1
  have h2 := Real.cos_two_mul (|x| / 2)
  rw [show 2 * (|x| / 2) = |x| by ring, Real.cos_abs] at h2
  have h3 := Real.sin_sq_add_cos_sq (|x| / 2)
  rw [mul_div_assoc]
  linarith

/-- In the stretched coordinate `u = √b x` the reduced potential energy becomes harmonic
as `b` tends to infinity. -/
theorem energy_tendsto (u : ℝ) :
    Tendsto (fun b : ℝ => b * (1 - Real.cos (u / √b))) atTop (𝓝 (u ^ 2 / 2)) := by
  have ht : Tendsto (fun b : ℝ => u / (2 * √b)) atTop (𝓝 0) :=
    tendsto_const_nhds.div_atTop (Real.tendsto_sqrt_atTop.const_mul_atTop two_pos)
  have hs := (((Real.continuous_sinc.tendsto 0).comp ht).pow 2).const_mul (u ^ 2 / 2)
  rw [Real.sinc_zero, one_pow, mul_one] at hs
  refine hs.congr' ?_
  filter_upwards [eventually_gt_atTop (0 : ℝ)] with b hb
  have hsb : 0 < √b := Real.sqrt_pos.2 hb
  -- half-angle formula, with the sine written as t * sinc t
  have hsin : ∀ t : ℝ, Real.sin t = t * Real.sinc t := by
    intro t
    by_cases h : t = 0
    · simp [h]
    · rw [Real.sinc_of_ne_zero h, mul_div_cancel₀ _ h]
  have h2 := Real.cos_two_mul (u / (2 * √b))
  rw [show 2 * (u / (2 * √b)) = u / √b by field_simp] at h2
  have h3 := Real.sin_sq_add_cos_sq (u / (2 * √b))
  have h4 : 1 - Real.cos (u / √b) = 2 * Real.sin (u / (2 * √b)) ^ 2 := by linarith
  have h5 : b * (2 * (u / (2 * √b)) ^ 2) = u ^ 2 / 2 := by
    rw [div_pow, mul_pow, Real.sq_sqrt hb.le]
    field_simp
  show u ^ 2 / 2 * Real.sinc (u / (2 * √b)) ^ 2 = _
  rw [h4, hsin, ← h5]
  ring

/-- Harmonic limit for any continuous function `F` of the reduced energy whose absolute value is at
most a multiple of `exp (-y/2)` at energies `y ≥ 0`. -/
theorem harmonic_average {F : ℝ → ℝ} {C : ℝ} (hF : Continuous F)
    (hC : ∀ y, 0 ≤ y → |F y| ≤ C * Real.exp (-y / 2)) :
    Tendsto (fun b : ℝ => √b * ∫ x in (-π)..π, F (b * (1 - Real.cos x))) atTop
      (𝓝 (∫ u : ℝ, F (u ^ 2 / 2))) := by
  have hC0 : 0 ≤ C := by
    have h := (abs_nonneg _).trans (hC 0 le_rfl)
    simpa using h
  let G : ℝ → ℝ → ℝ := fun b => (Set.Ioc (-(π * √b)) (π * √b)).indicator
    (fun u => F (b * (1 - Real.cos (u / √b))))
  have hlim : Tendsto (fun b => ∫ u, G b u) atTop (𝓝 (∫ u : ℝ, F (u ^ 2 / 2))) := by
    refine tendsto_integral_filter_of_dominated_convergence
      (fun u => C * Real.exp (-(1 / π ^ 2) * u ^ 2)) ?_ ?_ ?_ ?_
    · refine Eventually.of_forall fun b => ?_
      have hc : Continuous (fun u : ℝ => F (b * (1 - Real.cos (u / √b)))) :=
        hF.comp (by fun_prop)
      exact hc.aestronglyMeasurable.indicator measurableSet_Ioc
    · -- the parabola gives a Gaussian bound independent of b
      filter_upwards [eventually_gt_atTop (0 : ℝ)] with b hb
      refine Eventually.of_forall fun u => ?_
      have hsb : 0 < √b := Real.sqrt_pos.2 hb
      by_cases hu : u ∈ Set.Ioc (-(π * √b)) (π * √b)
      · have hq := parabola_le (x := u / √b) (abs_le.2
          ⟨by rw [le_div_iff₀ hsb]; linarith [hu.1], by rw [div_le_iff₀ hsb]; exact hu.2⟩)
        rw [div_pow, Real.sq_sqrt hb.le] at hq
        have hy : 2 * u ^ 2 / π ^ 2 ≤ b * (1 - Real.cos (u / √b)) := by
          calc 2 * u ^ 2 / π ^ 2 = b * (2 * (u ^ 2 / b) / π ^ 2) := by field_simp
            _ ≤ _ := mul_le_mul_of_nonneg_left hq hb.le
        have hy0 := le_trans (by positivity) hy
        simp only [G, Set.indicator_of_mem hu, Real.norm_eq_abs]
        refine (hC _ hy0).trans (mul_le_mul_of_nonneg_left (Real.exp_le_exp.2 ?_) hC0)
        have he : -(1 / π ^ 2) * u ^ 2 = -(2 * u ^ 2 / π ^ 2) / 2 := by ring
        rw [he]
        linarith
      · simp only [G, Set.indicator_of_notMem hu, norm_zero]
        positivity
    · exact (integrable_exp_neg_mul_sq (by positivity)).const_mul C
    · refine Eventually.of_forall fun u => ?_
      refine ((hF.tendsto _).comp (energy_tendsto u)).congr' ?_
      filter_upwards [(Real.tendsto_sqrt_atTop.const_mul_atTop
        Real.pi_pos).eventually_gt_atTop |u|] with b hb
      have hu : u ∈ Set.Ioc (-(π * √b)) (π * √b) := ⟨(abs_lt.1 hb).1, (abs_lt.1 hb).2.le⟩
      simp only [G, Set.indicator_of_mem hu, Function.comp_apply]
  refine hlim.congr' ?_
  -- undo the stretching of the coordinate
  filter_upwards [eventually_gt_atTop (0 : ℝ)] with b hb
  have hsb : 0 < √b := Real.sqrt_pos.2 hb
  have h := intervalIntegral.integral_comp_div (a := -(π * √b)) (b := π * √b)
    (fun x => F (b * (1 - Real.cos x))) hsb.ne'
  rw [show -(π * √b) / √b = -π by field_simp, show π * √b / √b = π by field_simp,
    smul_eq_mul] at h
  have hle : -(π * √b) ≤ π * √b := by
    have : 0 < π * √b := by positivity
    linarith
  simp only [G]
  rw [integral_indicator measurableSet_Ioc, ← intervalIntegral.integral_of_le hle]
  exact h

/-- The Gaussian integral, and the integral of the harmonic energy `u²/2` against the same
unnormalised Gaussian weight, in reduced units. -/
theorem gaussian_moments : (∫ u : ℝ, Real.exp (-(u ^ 2 / 2))) = √(2 * π) ∧
    (∫ u : ℝ, u ^ 2 / 2 * Real.exp (-(u ^ 2 / 2))) = √(2 * π) / 2 := by
  have e : ∀ u : ℝ, -(1 / 2 : ℝ) * u ^ 2 = -(u ^ 2 / 2) := fun u => by ring
  have g : (∫ u : ℝ, Real.exp (-(u ^ 2 / 2))) = √(2 * π) := by
    have h := integral_gaussian (1 / 2)
    rw [show π / (1 / 2) = 2 * π by ring] at h
    simpa only [e] using h
  have i0 : Integrable (fun u : ℝ => Real.exp (-(u ^ 2 / 2))) := by
    simpa only [e] using integrable_exp_neg_mul_sq (b := 1 / 2) (by norm_num)
  have i1 : Integrable (fun u : ℝ => u * Real.exp (-(u ^ 2 / 2))) := by
    simpa only [e] using integrable_mul_exp_neg_mul_sq (b := 1 / 2) (by norm_num)
  have i2 : Integrable (fun u : ℝ => u ^ 2 / 2 * Real.exp (-(u ^ 2 / 2))) := by
    refine ((integrable_rpow_mul_exp_neg_mul_sq (b := 1 / 2) (by norm_num) (s := 2)
      (by norm_num)).const_mul (1 / 2)).congr (Eventually.of_forall fun u => ?_)
    show 1 / 2 * (u ^ (2 : ℝ) * Real.exp (-(1 / 2) * u ^ 2)) = _
    rw [Real.rpow_two, e]
    ring
  -- the total derivative of u exp(-u²/2) integrates to zero
  have hd : ∀ u : ℝ, HasDerivAt (fun u : ℝ => u * Real.exp (-(u ^ 2 / 2)))
      (Real.exp (-(u ^ 2 / 2)) - 2 * (u ^ 2 / 2 * Real.exp (-(u ^ 2 / 2)))) u := by
    intro u
    have hs : HasDerivAt (fun u : ℝ => u ^ 2) (2 * u) u := by simpa using hasDerivAt_pow 2 u
    exact ((hasDerivAt_id' u).fun_mul (hs.div_const 2).fun_neg.exp).congr_deriv (by ring)
  have hz := integral_eq_zero_of_hasDerivAt_of_integrable hd (i0.sub (i2.const_mul 2)) i1
  rw [integral_sub i0 (i2.const_mul 2), integral_const_mul, g] at hz
  exact ⟨g, by linarith⟩

/-- Harmonic limit of the hindered translator: `√b Z(b)` tends to `√(2π)` as `b` tends
to infinity. -/
theorem harmonic_limit : Tendsto (fun b => √b * configZ b) atTop (𝓝 √(2 * π)) := by
  rw [← gaussian_moments.1]
  refine harmonic_average (F := fun y => Real.exp (-y)) (C := 1) (by fun_prop) ?_
  intro y hy
  rw [abs_of_pos (Real.exp_pos _), one_mul]
  exact Real.exp_le_exp.2 (by linarith)

/-- Equipartition: the mean potential energy in units of the thermal energy tends to `1/2`
as `b` tends to infinity. -/
theorem equipartition : Tendsto (fun b => b * meanEnergy b) atTop (𝓝 (1 / 2)) := by
  have h := harmonic_average (F := fun y => y * Real.exp (-y)) (C := 2) (by fun_prop) (by
    intro y hy
    rw [abs_of_nonneg (by positivity), show -y = y * (-1) by ring]
    have h1 := Real.add_one_le_exp (y / 2)
    have h2 : Real.exp (y / 2) * Real.exp (y * (-1)) = Real.exp (y * (-1) / 2) := by
      rw [← Real.exp_add]
      congr 1
      ring
    rw [← h2, ← mul_assoc]
    exact mul_le_mul_of_nonneg_right (by linarith) (Real.exp_pos _).le)
  rw [gaussian_moments.2] at h
  have hp : √(2 * π) ≠ 0 := (Real.sqrt_pos.2 (by positivity)).ne'
  have hq := h.div harmonic_limit hp
  rw [show √(2 * π) / 2 / √(2 * π) = 1 / 2 by field_simp] at hq
  refine hq.congr' ?_
  filter_upwards [eventually_gt_atTop (0 : ℝ)] with b hb
  simp only [Pi.div_apply, mul_assoc]
  rw [intervalIntegral.integral_const_mul, mul_div_mul_left _ _ (Real.sqrt_pos.2 hb).ne',
    mul_div_assoc, meanEnergy]

/-- As `b` tends to zero from above, the mean potential energy in units of half the barrier tends to
`1`. -/
theorem free_meanEnergy : Tendsto meanEnergy (𝓝[>] 0) (𝓝 1) := by
  have hZ : Continuous configZ :=
    intervalIntegral.continuous_parametric_intervalIntegral_of_continuous'
      (f := fun b x : ℝ => Real.exp (-(b * (1 - Real.cos x)))) (by fun_prop) _ _
  have hN : Continuous (fun b : ℝ =>
      ∫ x in (-π)..π, (1 - Real.cos x) * Real.exp (-(b * (1 - Real.cos x)))) :=
    intervalIntegral.continuous_parametric_intervalIntegral_of_continuous'
      (f := fun b x : ℝ => (1 - Real.cos x) * Real.exp (-(b * (1 - Real.cos x))))
      (by fun_prop) _ _
  have z0 : configZ 0 = 2 * π := by
    simp only [configZ, zero_mul, neg_zero, Real.exp_zero, intervalIntegral.integral_const,
      smul_eq_mul]
    ring
  have n0 : (∫ x in (-π)..π, (1 - Real.cos x) * Real.exp (-(0 * (1 - Real.cos x))))
      = 2 * π := by
    simp only [zero_mul, neg_zero, Real.exp_zero, mul_one]
    rw [intervalIntegral.integral_sub (continuous_const.intervalIntegrable _ _)
      (Real.continuous_cos.intervalIntegrable _ _), integral_cos,
      intervalIntegral.integral_const, Real.sin_neg, Real.sin_pi, smul_eq_mul]
    ring
  have hp : (2 * π : ℝ) ≠ 0 := by positivity
  have h := (hN.tendsto 0).div (hZ.tendsto 0) (by rw [z0]; exact hp)
  rw [n0, z0, div_self hp] at h
  exact h.mono_left nhdsWithin_le_nhds

/-- The force constant `k` at the adsorption site obeys `k a² = 2π² W` for a lattice
period `a ≠ 0`. -/
theorem stiffness_mul_sq (W : ℝ) {a : ℝ} (ha : a ≠ 0) :
    stiffness W a * a ^ 2 = 2 * π ^ 2 * W := by
  have h1 : ∀ x : ℝ, HasDerivAt (fun x => 2 * π * x / a) (2 * π / a) x := fun x =>
    (((hasDerivAt_id' x).const_mul (2 * π)).div_const a).congr_deriv (by ring)
  have h2 : ∀ x : ℝ, HasDerivAt (potential W a)
      (W / 2 * (Real.sin (2 * π * x / a) * (2 * π / a))) x := fun x =>
    (((h1 x).cos.const_sub 1).const_mul (W / 2)).congr_deriv (by ring)
  have h3 := ((h1 0).sin.mul_const (2 * π / a)).const_mul (W / 2)
  rw [stiffness, funext fun x => (h2 x).deriv, h3.deriv, mul_zero, zero_div, Real.cos_zero]
  field_simp

/-- For barrier `W > 0` and period `a > 0`, the ratio of the cell integral to the classical
harmonic-oscillator value `√(2π/(βk))`, with `k = stiffness W a`, tends to one as `β` tends to
infinity. -/
theorem cell_harmonic_limit {W a : ℝ} (hW : 0 < W) (ha : 0 < a) :
    Tendsto (fun β => cellZ W a β / √(2 * π / (β * stiffness W a))) atTop (𝓝 1) := by
  have hp : √(2 * π) ≠ 0 := (Real.sqrt_pos.2 (by positivity)).ne'
  have hb : Tendsto (fun β : ℝ => β * (W / 2)) atTop atTop :=
    tendsto_id.atTop_mul_const (half_pos hW)
  have h := (harmonic_limit.comp hb).div_const √(2 * π)
  rw [div_self hp] at h
  refine h.congr' ?_
  filter_upwards [eventually_gt_atTop (0 : ℝ)] with β hβ
  have hc : 0 < a / (2 * π) := by positivity
  -- the cell integral in the angular coordinate
  have hcell : cellZ W a β = a / (2 * π) * configZ (β * (W / 2)) := by
    have hi := intervalIntegral.integral_comp_div (a := -(a / 2)) (b := a / 2)
      (fun x => Real.exp (-(β * (W / 2) * (1 - Real.cos x)))) hc.ne'
    rw [show -(a / 2) / (a / (2 * π)) = -π by field_simp,
      show a / 2 / (a / (2 * π)) = π by field_simp, smul_eq_mul] at hi
    rw [configZ, ← hi, cellZ]
    refine intervalIntegral.integral_congr fun x _ => ?_
    simp only [potential]
    rw [show x / (a / (2 * π)) = 2 * π * x / a by field_simp, mul_assoc β]
  have hk : stiffness W a = 2 * π ^ 2 * W / a ^ 2 :=
    (eq_div_iff (by positivity)).2 (stiffness_mul_sq W ha.ne')
  have hr : 2 * π / (β * stiffness W a) = (a / (2 * π)) ^ 2 * (2 * π / (β * (W / 2))) := by
    rw [hk]
    field_simp
  rw [hcell, hr, Real.sqrt_mul (sq_nonneg _), Real.sqrt_sq hc.le,
    Real.sqrt_div (by positivity), mul_div_mul_left _ _ hc.ne', div_div_eq_mul_div]
  simp only [Function.comp_apply]
  rw [mul_comm]

end

end HinderedTranslator
```

```lean
#print axioms HinderedTranslator.equipartition
-- 'HinderedTranslator.equipartition' depends on axioms: [propext, Classical.choice, Quot.sound]
#print axioms HinderedTranslator.free_meanEnergy
-- 'HinderedTranslator.free_meanEnergy' depends on axioms: [propext, Classical.choice, Quot.sound]
#print axioms HinderedTranslator.cell_harmonic_limit
-- 'HinderedTranslator.cell_harmonic_limit' depends on axioms: [propext, Classical.choice, Quot.sound]
```

## From the parabola to the cell integral

`parabola_le` is the quadratic lower bound, and `energy_tendsto` is the pointwise limit, with `Real.sinc` for $\sin t/t$.

`harmonic_average` treats any continuous `F` of the reduced energy with $|F(y)|\le Ce^{-y/2}$ for $y\ge0$, a decay that suppresses contributions from high in the well. Its `G` is the stretched integrand, set to zero outside the cell by an indicator. Dominated convergence uses the bound $Ce^{-u^2/\pi^2}$, and `integral_comp_div` undoes the substitution.

`gaussian_moments` supplies both Gaussian integrals. `harmonic_limit` takes $F(y)=e^{-y}$ with $C=1$; `equipartition` takes $F(y)=ye^{-y}$ with $C=2$ and divides the two limits. `free_meanEnergy` uses continuity of the parametric integrals and their values at $b=0$. Finally, `stiffness_mul_sq` differentiates the potential twice, and `cell_harmonic_limit` carries out the rescaling to physical units.
